# Averaging over local clock and shift operators turns $M$ into $\mathrm{Tr}_2(M)\otimes 1/n$

## Does a uniformly random clock–shift operation erase a subsystem?

I label the levels of an $n$-level system by the integers modulo $n$, so that raising the last level leads back to the first. The shift $X$ sends level $j$ to $j+1$, and the clock $Z$ multiplies level $j$ by $\omega^j$, with $\omega=e^{2\pi i/n}$.

Suppose this system is the second half of a composite, and I apply one of the $n^2$ products $X^aZ^b$ to it, chosen uniformly at random, without keeping a record of the choice. Averaged over the choice, a joint state $\rho$ should then become $\mathrm{Tr}_2(\rho)\otimes 1/n$, whatever correlations or entanglement it had. Here $\mathrm{Tr}_2$ is the partial trace over the second system and $1$ is the identity matrix. I would like to see this derived for an arbitrary complex matrix $M$ and checked by machine. Does it also follow that a matrix commuting with the local $X$ and $Z$ acts trivially on the second system?

## Random phases remove coherences, random shifts equalise populations

Yes to both, for every $n\ge 1$ and any finite first system. The unnormalised identity is

$$\sum_{a,b=0}^{n-1}(1\otimes X^aZ^b)\,M\,(1\otimes X^aZ^b)^\dagger = n\,\mathrm{Tr}_2(M)\otimes 1 .$$

Dividing by the number of terms, $n^2$, gives the average in your question. The second system is still present afterwards, in the maximally mixed state if $M$ is a density matrix. The reduced state of the first system is what survives.

**Clock powers.** Let $A$ be an $n\times n$ matrix. Since $Z$ is diagonal,

$$(Z^bA(Z^b)^\dagger)_{jk}=A_{jk}\,r^b,\qquad r=\omega^j\,\overline{\omega^k}.$$

If $j=k$, then $r=1$ and the sum over $b$ is $nA_{jj}$. If $j\ne k$, then $r\ne1$ but $r^n=1$, so

$$(1-r)\sum_{b=0}^{n-1}r^b=1-r^n=0,$$

and the sum vanishes. What remains is the diagonal matrix with entries $nA_{jj}$.

**Shift powers.** Let $D$ be diagonal with entries $d_j$. From $(X^a)_{ip}=\delta_{i,p+a}$,

$$(X^aD(X^a)^\dagger)_{ij}=\sum_p\delta_{i,p+a}\,d_p\,\delta_{j,p+a}=\delta_{ij}\,d_{i-a}.$$

As $a$ runs over $0,\dots,n-1$, the label $i-a$ visits every level once. The sum is therefore $\big(\sum_j d_j\big)1$.

**Both together.** Setting $d_j=nA_{jj}$ gives

$$\sum_{a,b}X^aZ^bA(X^aZ^b)^\dagger=n\,\mathrm{Tr}(A)\,1 .$$

**The composite system.** Fix first-system labels $i,j$ and let $M^{(ij)}$ be the block with entries $M^{(ij)}_{pq}=M_{(i,p),(j,q)}$. For any $U$ on the second system,

$$[(1\otimes U)M(1\otimes U)^\dagger]_{(i,k),(j,l)}=\sum_{p,q}U_{kp}\,M_{(i,p),(j,q)}\,\overline{U_{lq}}=(UM^{(ij)}U^\dagger)_{kl}.$$

Each block thus undergoes the single-system sum and becomes $n\,\mathrm{Tr}(M^{(ij)})\,\delta_{kl}$. Since $\mathrm{Tr}(M^{(ij)})=\mathrm{Tr}_2(M)_{ij}$, this is the claimed identity.

**Commuting matrices.** If $M$ commutes with $1\otimes X$ and $1\otimes Z$, it commutes with every $W=1\otimes X^aZ^b$. These are unitary, so $WMW^\dagger=MWW^\dagger=M$. All $n^2$ terms equal $M$, hence $n^2M=n\,\mathrm{Tr}_2(M)\otimes1$, or $M=n^{-1}\mathrm{Tr}_2(M)\otimes 1$. Conversely, a matrix of the form $B\otimes1$ commutes with every $1\otimes U$.

Here is the complete Lean file.

```lean
import Mathlib

open Matrix
open scoped Kronecker

namespace LocalDepolarisation

noncomputable section

variable {m : Type*} [Fintype m] [DecidableEq m] {n : ℕ} [NeZero n]

/-- The elementary phase `exp(2πi/n)`. -/
def phase (n : ℕ) : ℂ := Complex.exp (2 * Real.pi * Complex.I / n)

/-- The clock matrix, which multiplies level `j` by the `j`-th power of the elementary phase. -/
def clock (n : ℕ) [NeZero n] : Matrix (ZMod n) (ZMod n) ℂ :=
  Matrix.diagonal fun j => phase n ^ j.val

/-- The cyclic shift matrix, which sends level `j` to level `j + 1`. -/
def shift (n : ℕ) [NeZero n] : Matrix (ZMod n) (ZMod n) ℂ :=
  Matrix.of fun i j => if i = j + 1 then 1 else 0

/-- The Weyl operator `X^a Z^b`. -/
def weyl (n : ℕ) [NeZero n] (a b : ℕ) : Matrix (ZMod n) (ZMod n) ℂ :=
  shift n ^ a * clock n ^ b

/-- The partial trace over the second system. -/
def partialTrace (M : Matrix (m × ZMod n) (m × ZMod n) ℂ) : Matrix m m ℂ :=
  Matrix.of fun i j => ∑ k, M (i, k) (j, k)

lemma phase_primitive : IsPrimitiveRoot (phase n) n :=
  Complex.isPrimitiveRoot_exp n (NeZero.ne n)

lemma phase_pow_mul_star (j : ℕ) : phase n ^ j * star (phase n ^ j) = 1 := by
  have h : ‖phase n‖ = 1 := by
    have h1 : ‖phase n‖ ^ n = 1 := by
      rw [← norm_pow, (phase_primitive (n := n)).pow_eq_one, norm_one]
    exact (pow_eq_one_iff_of_nonneg (norm_nonneg _) (NeZero.ne n)).mp h1
  have h2 : phase n * star (phase n) = 1 := by
    have h3 := Complex.mul_conj (phase n)
    rw [Complex.normSq_eq_norm_sq, h] at h3
    simpa using h3
  rw [star_pow, ← mul_pow, h2, one_pow]

lemma clock_pow (b : ℕ) :
    clock n ^ b = Matrix.diagonal fun j => (phase n ^ j.val) ^ b := by
  rw [clock, Matrix.diagonal_pow]
  rfl

lemma shift_pow_apply (a : ℕ) (i j : ZMod n) :
    (shift n ^ a) i j = if i = j + (a : ZMod n) then 1 else 0 := by
  induction a generalizing i j with
  | zero => simp [Matrix.one_apply]
  | succ a ih =>
    have h : j + 1 + (a : ZMod n) = j + ((a + 1 : ℕ) : ZMod n) := by
      push_cast
      ring
    rw [pow_succ, Matrix.mul_apply, Finset.sum_eq_single (j + 1)]
    · rw [ih, h]
      simp [shift]
    · intro k _ hk
      simp [shift, hk]
    · simp

lemma shift_conj_apply (a : ℕ) (d : ZMod n → ℂ) (i j : ZMod n) :
    (shift n ^ a * Matrix.diagonal d * (shift n ^ a)ᴴ) i j =
      if i = j then d (i - (a : ZMod n)) else 0 := by
  rw [Matrix.mul_apply]
  simp only [Matrix.mul_diagonal, Matrix.conjTranspose_apply, shift_pow_apply]
  rw [Finset.sum_eq_single (i - (a : ZMod n))]
  · simp only [sub_add_cancel]
    by_cases h : i = j
    · subst h
      simp
    · simp [h, Ne.symm h]
  · intro p _ hp
    have h : ¬ i = p + (a : ZMod n) := fun h => hp (eq_sub_of_add_eq h.symm)
    simp [h]
  · simp

lemma sum_range_cast (f : ZMod n → ℂ) :
    ∑ a ∈ Finset.range n, f (a : ZMod n) = ∑ x, f x := by
  refine Finset.sum_nbij' (fun a => (a : ZMod n)) ZMod.val ?_ ?_ ?_ ?_ ?_
  · intro a _
    exact Finset.mem_univ _
  · intro x _
    exact Finset.mem_range.mpr (ZMod.val_lt x)
  · intro a ha
    exact ZMod.val_cast_of_lt (Finset.mem_range.mp ha)
  · intro x _
    exact ZMod.natCast_zmod_val x
  · intro a _
    rfl

/-- Summing over conjugations by all clock powers removes the off-diagonal entries and
multiplies the diagonal ones by `n`. -/
theorem clock_twirl (A : Matrix (ZMod n) (ZMod n) ℂ) :
    ∑ b ∈ Finset.range n, clock n ^ b * A * (clock n ^ b)ᴴ =
      Matrix.diagonal fun j => (n : ℂ) * A j j := by
  ext j k
  have term : ∀ b : ℕ, (clock n ^ b * A * (clock n ^ b)ᴴ) j k =
      A j k * (phase n ^ j.val * star (phase n ^ k.val)) ^ b := by
    intro b
    rw [clock_pow, Matrix.diagonal_conjTranspose, Matrix.mul_diagonal, Matrix.diagonal_mul,
      Pi.star_apply, mul_pow, star_pow (phase n ^ k.val) b]
    ring
  rw [Matrix.sum_apply, Finset.sum_congr rfl fun b _ => term b, ← Finset.mul_sum]
  by_cases h : j = k
  · subst h
    rw [phase_pow_mul_star, Matrix.diagonal_apply_eq]
    simp [mul_comm]
  · rw [Matrix.diagonal_apply_ne _ h]
    set r := phase n ^ j.val * star (phase n ^ k.val) with hr
    -- distinct levels have distinct phases, so the ratio is a nontrivial root of unity
    have hr1 : r ≠ 1 := by
      intro h1
      have e : phase n ^ j.val = phase n ^ k.val := by
        linear_combination phase n ^ k.val * h1 -
          phase n ^ j.val * phase_pow_mul_star (n := n) k.val
      exact h (ZMod.val_injective n
        (phase_primitive.pow_inj (ZMod.val_lt j) (ZMod.val_lt k) e))
    have hp : ∀ l : ℕ, (phase n ^ l) ^ n = 1 := by
      intro l
      rw [← pow_mul, mul_comm, pow_mul, (phase_primitive (n := n)).pow_eq_one, one_pow]
    have hrn : r ^ n = 1 := by
      rw [hr, mul_pow, ← star_pow (phase n ^ k.val) n, hp, hp, star_one, one_mul]
    have hg := mul_neg_geom_sum r n
    rw [hrn, sub_self] at hg
    rw [(mul_eq_zero.mp hg).resolve_left (sub_ne_zero.mpr hr1.symm), mul_zero]

/-- Summing over conjugations by all shift powers turns a diagonal matrix into its trace times
the identity. -/
theorem shift_twirl (d : ZMod n → ℂ) :
    ∑ a ∈ Finset.range n, shift n ^ a * Matrix.diagonal d * (shift n ^ a)ᴴ =
      (∑ j, d j) • (1 : Matrix (ZMod n) (ZMod n) ℂ) := by
  ext i j
  simp only [Matrix.sum_apply, shift_conj_apply]
  by_cases h : i = j
  · subst h
    simp only [↓reduceIte]
    refine (sum_range_cast fun x => d (i - x)).trans ?_
    rw [Matrix.smul_apply, Matrix.one_apply_eq, smul_eq_mul, mul_one]
    exact Equiv.sum_comp (Equiv.subLeft i) d
  · simp [h]

/-- On a single system, the sum over conjugations by all Weyl operators sends `A` to
`n Tr(A)` times the identity. -/
theorem weyl_twirl (A : Matrix (ZMod n) (ZMod n) ℂ) :
    ∑ a ∈ Finset.range n, ∑ b ∈ Finset.range n, weyl n a b * A * (weyl n a b)ᴴ =
      ((n : ℂ) * A.trace) • (1 : Matrix (ZMod n) (ZMod n) ℂ) := by
  have h : ∀ a : ℕ, ∑ b ∈ Finset.range n, weyl n a b * A * (weyl n a b)ᴴ =
      shift n ^ a * (Matrix.diagonal fun j => (n : ℂ) * A j j) * (shift n ^ a)ᴴ := by
    intro a
    rw [← clock_twirl A, Finset.mul_sum, Finset.sum_mul]
    refine Finset.sum_congr rfl fun b _ => ?_
    simp only [weyl, Matrix.conjTranspose_mul, Matrix.mul_assoc]
  rw [Finset.sum_congr rfl fun a _ => h a, shift_twirl, ← Finset.mul_sum]
  rfl

/-- Conjugation by an operator on the second system acts separately on each block with fixed
labels of the first system. -/
theorem local_conj_apply (U : Matrix (ZMod n) (ZMod n) ℂ)
    (M : Matrix (m × ZMod n) (m × ZMod n) ℂ) (i j : m) (k l : ZMod n) :
    (((1 : Matrix m m ℂ) ⊗ₖ U) * M * ((1 : Matrix m m ℂ) ⊗ₖ U)ᴴ) (i, k) (j, l) =
      (U * (Matrix.of fun p q => M (i, p) (j, q)) * Uᴴ) k l := by
  have h1 : ∀ c, (((1 : Matrix m m ℂ) ⊗ₖ U) * M) (i, k) c = ∑ p, U k p * M (i, p) c := by
    intro c
    rw [Matrix.mul_apply, Fintype.sum_prod_type, Finset.sum_eq_single i]
    · simp
    · intro x _ hx
      simp [hx.symm]
    · simp
  rw [Matrix.mul_apply, Fintype.sum_prod_type, Finset.sum_eq_single j]
  · simp [h1, Matrix.mul_apply]
  · intro x _ hx
    simp [hx.symm]
  · simp

/-- The sum over conjugations by all `1 ⊗ X^a Z^b` equals `n Tr₂(M) ⊗ 1`, for every matrix `M` of
the composite system. -/
theorem local_depolarisation (M : Matrix (m × ZMod n) (m × ZMod n) ℂ) :
    ∑ a ∈ Finset.range n, ∑ b ∈ Finset.range n,
      ((1 : Matrix m m ℂ) ⊗ₖ weyl n a b) * M * ((1 : Matrix m m ℂ) ⊗ₖ weyl n a b)ᴴ =
      (n : ℂ) • (partialTrace M ⊗ₖ (1 : Matrix (ZMod n) (ZMod n) ℂ)) := by
  ext ⟨i, k⟩ ⟨j, l⟩
  simp only [Matrix.sum_apply, local_conj_apply]
  -- apply the single-system twirl to the block with labels i, j
  have h := congrFun (congrFun (weyl_twirl (Matrix.of fun p q => M (i, p) (j, q))) k) l
  simp only [Matrix.sum_apply] at h
  refine h.trans ?_
  simp only [Matrix.smul_apply, smul_eq_mul, Matrix.kroneckerMap_apply, partialTrace,
    Matrix.trace, Matrix.diag_apply, Matrix.of_apply]
  ring

/-- Every Weyl operator `X^a Z^b` is unitary. -/
theorem weyl_mul_conjTranspose (a b : ℕ) : weyl n a b * (weyl n a b)ᴴ = 1 := by
  have hZ : clock n ^ b * (clock n ^ b)ᴴ = 1 := by
    rw [clock_pow, Matrix.diagonal_conjTranspose, Matrix.diagonal_mul_diagonal,
      ← Matrix.diagonal_one]
    congr 1
    funext j
    rw [Pi.star_apply, ← pow_mul]
    exact phase_pow_mul_star _
  have hX : shift n ^ a * (shift n ^ a)ᴴ = 1 := by
    ext i j
    have h := shift_conj_apply (n := n) a (fun _ => 1) i j
    rw [Matrix.diagonal_one, mul_one] at h
    rw [h, Matrix.one_apply]
  calc weyl n a b * (weyl n a b)ᴴ
      = shift n ^ a * (clock n ^ b * (clock n ^ b)ᴴ) * (shift n ^ a)ᴴ := by
        simp only [weyl, Matrix.conjTranspose_mul, Matrix.mul_assoc]
    _ = 1 := by rw [hZ, mul_one, hX]

/-- A matrix of the composite system commutes with the local shift and the local clock exactly
when it equals `n⁻¹ Tr₂(M) ⊗ 1`. -/
theorem commute_local_iff (M : Matrix (m × ZMod n) (m × ZMod n) ℂ) :
    (Commute M ((1 : Matrix m m ℂ) ⊗ₖ shift n) ∧ Commute M ((1 : Matrix m m ℂ) ⊗ₖ clock n)) ↔
      M = (n : ℂ)⁻¹ • (partialTrace M ⊗ₖ (1 : Matrix (ZMod n) (ZMod n) ℂ)) := by
  constructor
  · rintro ⟨hX, hZ⟩
    have kp : ∀ (U : Matrix (ZMod n) (ZMod n) ℂ) (a : ℕ),
        (1 : Matrix m m ℂ) ⊗ₖ (U ^ a) = ((1 : Matrix m m ℂ) ⊗ₖ U) ^ a := by
      intro U a
      induction a with
      | zero => rw [pow_zero, pow_zero, Matrix.one_kronecker_one]
      | succ a ih => rw [pow_succ, pow_succ, ← ih, ← Matrix.mul_kronecker_mul, one_mul]
    -- every term of the depolarising sum leaves M unchanged
    have fixed : ∀ a b : ℕ, ((1 : Matrix m m ℂ) ⊗ₖ weyl n a b) * M *
        ((1 : Matrix m m ℂ) ⊗ₖ weyl n a b)ᴴ = M := by
      intro a b
      have hW : (1 : Matrix m m ℂ) ⊗ₖ weyl n a b =
          ((1 : Matrix m m ℂ) ⊗ₖ shift n) ^ a * ((1 : Matrix m m ℂ) ⊗ₖ clock n) ^ b := by
        rw [← kp, ← kp, ← Matrix.mul_kronecker_mul, one_mul, weyl]
      have hc : Commute M ((1 : Matrix m m ℂ) ⊗ₖ weyl n a b) := by
        rw [hW]
        exact (hX.pow_right a).mul_right (hZ.pow_right b)
      rw [← hc.eq, mul_assoc, Matrix.conjTranspose_kronecker, ← Matrix.mul_kronecker_mul,
        weyl_mul_conjTranspose, Matrix.conjTranspose_one, one_mul, Matrix.one_kronecker_one,
        mul_one]
    have hn : (n : ℂ) ≠ 0 := Nat.cast_ne_zero.mpr (NeZero.ne n)
    have h := local_depolarisation M
    simp only [fixed, Finset.sum_const, Finset.card_range, ← Nat.cast_smul_eq_nsmul ℂ] at h
    have h2 : (n : ℂ) • M = partialTrace M ⊗ₖ (1 : Matrix (ZMod n) (ZMod n) ℂ) :=
      smul_right_injective _ hn h
    rw [← h2, smul_smul, inv_mul_cancel₀ hn, one_smul]
  · intro h
    have key : ∀ (A : Matrix m m ℂ) (U : Matrix (ZMod n) (ZMod n) ℂ),
        Commute (A ⊗ₖ (1 : Matrix (ZMod n) (ZMod n) ℂ)) ((1 : Matrix m m ℂ) ⊗ₖ U) := by
      intro A U
      change _ * _ = _ * _
      rw [← Matrix.mul_kronecker_mul, ← Matrix.mul_kronecker_mul, one_mul, one_mul, mul_one,
        mul_one]
    rw [h]
    exact ⟨(key _ _).smul_left _, (key _ _).smul_left _⟩

end

end LocalDepolarisation
```

```lean
#print axioms LocalDepolarisation.shift_twirl
#print axioms LocalDepolarisation.commute_local_iff
```

```
'LocalDepolarisation.shift_twirl' depends on axioms: [propext, Classical.choice, Quot.sound]
'LocalDepolarisation.commute_local_iff' depends on axioms: [propext, Classical.choice, Quot.sound]
```

## What the Lean theorems say

A matrix of the composite system has type `Matrix (m × ZMod n) (m × ZMod n) ℂ`. The type `m` is any finite label set for the first system, and `ZMod n` supplies the cyclic labels of the second. The assumption `[NeZero n]` expresses $n\ge1$. For $n=1$ the sum has a single term, and the identity reads $M=\mathrm{Tr}_2(M)\otimes1$.

The definitions `phase`, `clock` and `shift` are $\omega$, $Z$ and $X$, and `weyl n a b` is $X^aZ^b$ in that order. `partialTrace` sums the entries whose second labels agree. The symbol `⊗ₖ` is the Kronecker product, and `ᴴ` is the conjugate transpose, written $\dagger$ above.

The theorem `local_depolarisation` is the unnormalised identity, with $a$ and $b$ running over `Finset.range n`, that is, $0,\dots,n-1$. It does not require $M$ to be Hermitian, positive or of unit trace, so it applies to observables as well as states. The theorem `commute_local_iff` says that $M$ commutes with both local generators exactly when $M=n^{-1}\mathrm{Tr}_2(M)\otimes1$.

Both systems are finite-dimensional, and the depolarisation is complete: all $n^2$ operators enter with equal weight. Noise of partial strength and noise developing in time are not treated.

For a qubit, $n=2$, the four operators are the identity and the Pauli matrices up to phases. In a simulation of finitely many qubits, applying one of these four operators to one qubit, each with probability 1/4, therefore leaves that qubit, on average over the choice, in the maximally mixed state and uncorrelated with the others, whose reduced state is unchanged.

The average could also have been taken over all unitaries $U$ on $\mathbb{C}^n$ with the Haar measure. The normalised result would be the same, $\mathrm{Tr}_2(M)\otimes1/n$, and no basis would be singled out. The finite sum would become an integral over a group, and the argument would rest on invariance of the measure instead of a geometric series. The clock–shift version needs only $n^2$ explicit operators.

## How the Lean proof follows the calculation

**The phases.** `phase_primitive` states that $\omega$ is a primitive $n$-th root of unity, and `phase_pow_mul_star` that its powers have modulus one. In `clock_twirl`, the local statement `term` is the entry formula $A_{jk}r^b$. A case split on `j = k` then separates populations from coherences. For distinct levels, `pow_inj` shows that their phases differ, so $r\ne1$, and `mul_neg_geom_sum` supplies the geometric-series identity.

**The shifts.** `shift_pow_apply` finds the entries of $X^a$ by induction on $a$, and `shift_conj_apply` gives $\delta_{ij}d_{i-a}$. The exponents are natural numbers while the levels are residues; `sum_range_cast` matches the two ranges of summation. `shift_twirl` then reindexes by $x\mapsto i-x$, which is the statement that every level is visited once.

**The two sums combined.** `weyl_twirl` pulls the shift factors out of the inner sum over $b$, applies `clock_twirl` there, and finishes with `shift_twirl`.

**The blocks.** `local_conj_apply` is the block formula. The identity on the first system reduces the sums over its labels to the single values $i$ and $j$. `local_depolarisation` compares entries, applies `weyl_twirl` to the block with labels $i,j$, and recognises the block's trace as an entry of the partial trace.

**The commuting matrices.** `weyl_mul_conjTranspose` proves that $X^aZ^b$ is unitary. Inside `commute_local_iff`, `kp` states that $1\otimes U^a=(1\otimes U)^a$, which carries commutation from the generators to all the products. The step `fixed` is $WMW^\dagger=M$. The depolarising sum then becomes $n^2M$, and one factor of $n$ is cancelled to give $nM=\mathrm{Tr}_2(M)\otimes1$. For the converse, `key` shows that operators acting on different factors commute.
